# Negative Mulliken populations of two overlapping real orbitals

After a calculation in a non-orthogonal orbital basis, one often checks a table of Mulliken populations to see how a state is shared among its orbitals. A negative entry then raises the question of whether the program is wrong or the number is a legitimate output. The problems below answer it for a single one-electron state built from two normalized real orbitals, and find how far the populations can stray from the range between 0 and 1.

The orbitals are vectors in a real inner product space \(E\), of any dimension, so their overlap is an actual inner product.

```lean
import Mathlib

open Filter Topology

namespace MullikenOverlap

noncomputable section

variable {E : Type*} [NormedAddCommGroup E] [InnerProductSpace ℝ E]
```

A finite family of orbitals \(\varphi_j\) with real coefficients \(c_j\) gives the state \(\psi=\sum_j c_j\varphi_j\). In Lean the index set is `ι`, and the state is `orbitalState φ c`.

```lean
/-- The state with real coefficients `c` in the orbitals `φ`. -/
def orbitalState {ι : Type*} [Fintype ι] (φ : ι → E) (c : ι → ℝ) : E :=
  ∑ j, c j • φ j
```

The Mulliken population of orbital \(k\) is

\[
P_k=\frac{c_k\langle\varphi_k,\psi\rangle}{\|\psi\|^2}.
\]

With the overlap matrix \(S_{jk}=\langle\varphi_j,\varphi_k\rangle\), this is \(c_k(Sc)_k/(c^{T}Sc)\). The division by \(\|\psi\|^2\) normalizes the state, so the coefficients may be given up to a common factor. The definition describes one electron in one state; sums over occupied states and complex coefficients are left aside.

```lean
/-- The Mulliken population of orbital `k` in the normalized state with coefficients proportional to
`c`; if the state given by `c` is zero, division by zero in Lean makes the value 0, which has no
physical meaning. -/
def mullikenPop {ι : Type*} [Fintype ι] (φ : ι → E) (c : ι → ℝ) (k : ι) : ℝ :=
  c k * inner ℝ (φ k) (orbitalState φ c) / ‖orbitalState φ c‖ ^ 2
```

## (a) The sum over all orbitals

Show that for \(\psi\neq0\)

\[
\sum_k P_k=1 .
\]

By linearity of the inner product,

\[
\sum_k c_k\langle\varphi_k,\psi\rangle=\Big\langle\sum_k c_k\varphi_k,\psi\Big\rangle=\|\psi\|^2,
\]

and division by \(\|\psi\|^2\) gives one. In the proof, `key` is this linearity step for an arbitrary second vector `v`; the hypothesis `h` permits the division.

```lean
/-- The Mulliken populations of a nonzero state add up to one. -/
theorem sum_mullikenPop {ι : Type*} [Fintype ι] (φ : ι → E) (c : ι → ℝ)
    (h : orbitalState φ c ≠ 0) : ∑ k, mullikenPop φ c k = 1 := by
  have key : ∀ v : E, ∑ k, c k * inner ℝ (φ k) v = inner ℝ (orbitalState φ c) v := by
    intro v
    simp [orbitalState, sum_inner, real_inner_smul_left]
  simp only [mullikenPop]
  rw [← Finset.sum_div, key, real_inner_self_eq_norm_sq,
    div_self (pow_ne_zero 2 (norm_ne_zero_iff.mpr h))]
```

## (b) The second population in the state \((1,x)\)

Let \(\varphi_0,\varphi_1\) be normalized with overlap \(s=\langle\varphi_0,\varphi_1\rangle\), and let \(\psi=\varphi_0+x\varphi_1\). Writing \(P(x)\) for the population \(P_1\) of the second orbital, show that

\[
P(x)=\frac{x(x+s)}{1+2sx+x^2}.
\]

The two ingredients are

\[
\|\psi\|^2=1+2sx+x^2,\qquad \langle\varphi_1,\psi\rangle=s+x .
\]

Multiplying the second by \(c_1=x\) and dividing by the first gives the formula. The Lean coefficients are `![1, x]`, and the steps `n` and `i` compute the squared norm and the inner product. The state vanishes only if \(|s|=1\) and \(x=-s\); Lean then assigns zero to both sides, which has no physical meaning.

```lean
/-- For two normalized orbitals with overlap `s`, the population of the second orbital in
the state `(1, x)` is `x (x + s) / (1 + 2 s x + x²)`. -/
theorem mullikenPop_pair {φ : Fin 2 → E} {s : ℝ} (h0 : ‖φ 0‖ = 1) (h1 : ‖φ 1‖ = 1)
    (hs : inner ℝ (φ 0) (φ 1) = s) (x : ℝ) :
    mullikenPop φ ![1, x] 1 = x * (x + s) / (1 + 2 * s * x + x ^ 2) := by
  have e : orbitalState φ ![1, x] = φ 0 + x • φ 1 := by
    simp [orbitalState, Fin.sum_univ_two]
  have n : ‖φ 0 + x • φ 1‖ ^ 2 = 1 + 2 * s * x + x ^ 2 := by
    rw [norm_add_sq_real, real_inner_smul_right, norm_smul, h0, h1, hs, mul_one,
      Real.norm_eq_abs, sq_abs]
    ring
  have i : inner ℝ (φ 1) (φ 0 + x • φ 1) = x + s := by
    rw [inner_add_right, real_inner_smul_right, real_inner_comm (φ 0) (φ 1), hs,
      real_inner_self_eq_norm_sq, h1]
    ring
  rw [mullikenPop, e, n, i]
  simp
```

## (c) The sign of the population

For \(0<s<1\), show that

\[
P(x)<0\iff -s<x<0 .
\]

The denominator is \((x+s)^2+1-s^2>0\), so the sign is that of \(x(x+s)\). This product is negative exactly between its roots \(-s\) and \(0\). A small out-of-phase admixture of the second orbital therefore has a negative population, and such an entry is no sign of a faulty program.

The proof obtains the positive denominator as `hD`. In the forward direction it deduces a negative numerator and excludes \(x\le-s\) and \(x\ge0\) in turn, since the two factors would then have a nonnegative product.

```lean
/-- For two normalized orbitals with overlap `0 < s < 1`, the population of the second
orbital in the state `(1, x)` is negative exactly for `-s < x < 0`. -/
theorem mullikenPop_neg_iff {φ : Fin 2 → E} {s : ℝ} (h0 : ‖φ 0‖ = 1) (h1 : ‖φ 1‖ = 1)
    (hs : inner ℝ (φ 0) (φ 1) = s) (hpos : 0 < s) (hlt : s < 1) (x : ℝ) :
    mullikenPop φ ![1, x] 1 < 0 ↔ -s < x ∧ x < 0 := by
  have hD : 0 < 1 + 2 * s * x + x ^ 2 := by
    have : s ^ 2 < 1 := by nlinarith
    nlinarith [sq_nonneg (x + s)]
  rw [mullikenPop_pair h0 h1 hs]
  constructor
  · intro h
    -- the sign is that of the numerator
    have hN : x * (x + s) < 0 := by
      by_contra h'
      exact absurd (div_nonneg (not_lt.1 h') hD.le) (not_le.2 h)
    constructor
    · by_contra h'
      have h2 : x ≤ -s := not_lt.1 h'
      nlinarith [mul_nonneg (show 0 ≤ -x by linarith) (show 0 ≤ -(x + s) by linarith)]
    · by_contra h'
      have h2 : 0 ≤ x := not_lt.1 h'
      nlinarith [mul_nonneg h2 (show 0 ≤ x + s by linarith)]
  · rintro ⟨ha, hb⟩
    exact div_neg_of_neg_of_pos (mul_neg_of_neg_of_pos hb (by linarith)) hD
```

## (d) The distance to the lower bound

Let \(r>0\) satisfy \(r^2=1-s^2\), and put \(D=1+2sx+x^2=(x+s)^2+r^2\). Show that

\[
P(x)=\frac{1-1/r}{2}+\frac{((1+r)x+s)^2}{2r(1+r)D}.
\]

Since \(2x(x+s)=D+x^2-1\),

\[
P(x)=\frac12+\frac{x^2-1}{2D},\qquad
P(x)-\frac{1-1/r}{2}=\frac{D+r(x^2-1)}{2rD}.
\]

Multiplying the last numerator by \(1+r\) completes the square:

\[
(1+r)\big[(1+r)x^2+2sx+(1-r)\big]=((1+r)x+s)^2,
\]

because \((1+r)(1-r)=s^2\). In Lean, `hN` rewrites the numerator of \(P\) and `hsq` is the completed square. `field_simp` and `ring` then finish the algebra with \(D\) treated as a single nonzero number.

```lean
/-- For normalized orbitals with overlap `s` and `r = √(1 - s²) > 0`, the population of the
second orbital in `(1, x)` is `(1 - 1/r)/2` plus an explicit square over a positive number. -/
theorem mullikenPop_lower_gap {φ : Fin 2 → E} {s r : ℝ} (h0 : ‖φ 0‖ = 1) (h1 : ‖φ 1‖ = 1)
    (hs : inner ℝ (φ 0) (φ 1) = s) (hr : 0 < r) (hrs : r ^ 2 = 1 - s ^ 2) (x : ℝ) :
    mullikenPop φ ![1, x] 1 = (1 - 1 / r) / 2 +
      ((1 + r) * x + s) ^ 2 / (2 * r * (1 + r) * ((x + s) ^ 2 + r ^ 2)) := by
  have hD : 1 + 2 * s * x + x ^ 2 = (x + s) ^ 2 + r ^ 2 := by linear_combination -hrs
  have hsq : ((1 + r) * x + s) ^ 2 =
      (1 + r) * ((1 + 2 * s * x + x ^ 2) + r * (x ^ 2 - 1)) := by
    linear_combination hrs
  have hne : 1 + 2 * s * x + x ^ 2 ≠ 0 := by rw [hD]; positivity
  have hr1 : 1 + r ≠ 0 := by positivity
  -- express the numerator through the squared norm of the state
  have hN : x * (x + s) = ((1 + 2 * s * x + x ^ 2) + (x ^ 2 - 1)) / 2 := by ring
  rw [mullikenPop_pair h0 h1 hs, hsq, ← hD, hN]
  generalize 1 + 2 * s * x + x ^ 2 = D at hne ⊢
  field_simp
  ring
```

## (e) The distance to the upper bound

With the same \(r\) and \(D\), show that

\[
P(x)=\frac{1+1/r}{2}-\frac{(sx+1+r)^2}{2r(1+r)D}.
\]

The form of \(P\) found in (d) gives

\[
\frac{1+1/r}{2}-P(x)=\frac{D-r(x^2-1)}{2rD},
\]

and this time

\[
(1+r)\big[(1-r)x^2+2sx+(1+r)\big]=(sx+1+r)^2 .
\]

The Lean proof repeats the previous one with the new square in `hsq`.

```lean
/-- For normalized orbitals with overlap `s` and `r = √(1 - s²) > 0`, the population of the
second orbital in `(1, x)` is `(1 + 1/r)/2` minus an explicit square over a positive number. -/
theorem mullikenPop_upper_gap {φ : Fin 2 → E} {s r : ℝ} (h0 : ‖φ 0‖ = 1) (h1 : ‖φ 1‖ = 1)
    (hs : inner ℝ (φ 0) (φ 1) = s) (hr : 0 < r) (hrs : r ^ 2 = 1 - s ^ 2) (x : ℝ) :
    mullikenPop φ ![1, x] 1 = (1 + 1 / r) / 2 -
      (s * x + (1 + r)) ^ 2 / (2 * r * (1 + r) * ((x + s) ^ 2 + r ^ 2)) := by
  have hD : 1 + 2 * s * x + x ^ 2 = (x + s) ^ 2 + r ^ 2 := by linear_combination -hrs
  have hsq : (s * x + (1 + r)) ^ 2 =
      (1 + r) * ((1 + 2 * s * x + x ^ 2) - r * (x ^ 2 - 1)) := by
    linear_combination x ^ 2 * hrs
  have hne : 1 + 2 * s * x + x ^ 2 ≠ 0 := by rw [hD]; positivity
  have hr1 : 1 + r ≠ 0 := by positivity
  have hN : x * (x + s) = ((1 + 2 * s * x + x ^ 2) + (x ^ 2 - 1)) / 2 := by ring
  rw [mullikenPop_pair h0 h1 hs, hsq, ← hD, hN]
  generalize 1 + 2 * s * x + x ^ 2 = D at hne ⊢
  field_simp
  ring
```

## (f) The minimum over real mixing coefficients

For \(|s|<1\), show that the minimum exists and equals

\[
\min_{x\in\mathbb R}P(x)=\frac{1-1/\sqrt{1-s^2}}{2}.
\]

Take \(r=\sqrt{1-s^2}\). The square term in (d) is never negative, and it vanishes at \(x=-s/(1+r)\). There \(D=2r^2/(1+r)\), so the normalized coefficients are

\[
\frac1r\sqrt{\frac{1+r}{2}}\,\Big(1,\,-\frac{s}{1+r}\Big).
\]

For \(s=0.8\) one has \(r=0.6\) and \(x=-1/2\), and the population is \(-1/3\).

In the statement, `Set.range` collects the populations for all real \(x\), and `IsLeast` says that the value belongs to this set and bounds it from below. The two halves of the proof supply the minimizing \(x\) and the nonnegative square. Up to a factor, the family \((1,x)\) omits only the state \(\varphi_1\) itself, whose second population is 1.

```lean
/-- For two normalized orbitals with overlap `|s| < 1`, the least population of the second
orbital over all states `(1, x)` is `(1 - 1/√(1 - s²))/2`, and it is attained. -/
theorem isLeast_mullikenPop {φ : Fin 2 → E} {s : ℝ} (h0 : ‖φ 0‖ = 1) (h1 : ‖φ 1‖ = 1)
    (hs : inner ℝ (φ 0) (φ 1) = s) (hlt : |s| < 1) :
    IsLeast (Set.range fun x : ℝ => mullikenPop φ ![1, x] 1)
      ((1 - 1 / √(1 - s ^ 2)) / 2) := by
  obtain ⟨ha, hb⟩ := abs_lt.mp hlt
  have hp : 0 < 1 - s ^ 2 := by nlinarith
  have hr := Real.sqrt_pos.2 hp
  have hrs := Real.sq_sqrt hp.le
  set r := √(1 - s ^ 2)
  have hr1 : 1 + r ≠ 0 := by positivity
  constructor
  · -- the square vanishes at this mixing coefficient
    refine ⟨-s / (1 + r), ?_⟩
    have z : (1 + r) * (-s / (1 + r)) + s = 0 := by
      have : (1 + r) * (-s / (1 + r)) = -s := by field_simp
      linarith
    show mullikenPop φ ![1, -s / (1 + r)] 1 = _
    rw [mullikenPop_lower_gap h0 h1 hs hr hrs, z]
    simp
  · rintro _ ⟨x, rfl⟩
    show _ ≤ mullikenPop φ ![1, x] 1
    rw [mullikenPop_lower_gap h0 h1 hs hr hrs]
    exact le_add_of_nonneg_right (by positivity)
```

## (g) The maximum and the orthogonal limit

For \(|s|<1\) and \(s\neq0\), show that the maximum exists and equals

\[
\max_{x\in\mathbb R}P(x)=\frac{1+1/\sqrt{1-s^2}}{2}.
\]

The subtracted square in (e) vanishes at \(x=-(1+r)/s\) and is nonnegative everywhere. For \(s=0.8\) this is \(x=-2\), with population \(4/3\).

At \(s=0\) the population is the ordinary weight \(x^2/(1+x^2)\). Its minimum is 0, at \(x=0\), but it only approaches 1 as \(|x|\) grows. This is why the maximum needs \(s\neq0\) while the minimum does not. The Lean proof has the same two halves as in (f), now using the upper identity.

```lean
/-- For two normalized orbitals with nonzero overlap `|s| < 1`, the greatest population of
the second orbital over all states `(1, x)` is `(1 + 1/√(1 - s²))/2`, and it is attained. -/
theorem isGreatest_mullikenPop {φ : Fin 2 → E} {s : ℝ} (h0 : ‖φ 0‖ = 1) (h1 : ‖φ 1‖ = 1)
    (hs : inner ℝ (φ 0) (φ 1) = s) (hne : s ≠ 0) (hlt : |s| < 1) :
    IsGreatest (Set.range fun x : ℝ => mullikenPop φ ![1, x] 1)
      ((1 + 1 / √(1 - s ^ 2)) / 2) := by
  obtain ⟨ha, hb⟩ := abs_lt.mp hlt
  have hp : 0 < 1 - s ^ 2 := by nlinarith
  have hr := Real.sqrt_pos.2 hp
  have hrs := Real.sq_sqrt hp.le
  set r := √(1 - s ^ 2)
  constructor
  · refine ⟨-(1 + r) / s, ?_⟩
    have z : s * (-(1 + r) / s) + (1 + r) = 0 := by
      have : s * (-(1 + r) / s) = -(1 + r) := by field_simp
      linarith
    show mullikenPop φ ![1, -(1 + r) / s] 1 = _
    rw [mullikenPop_upper_gap h0 h1 hs hr hrs, z]
    simp
  · rintro _ ⟨x, rfl⟩
    show mullikenPop φ ![1, x] 1 ≤ _
    rw [mullikenPop_upper_gap h0 h1 hs hr hrs]
    exact sub_le_self _ (by positivity)
```

## (h) The minimum at nearly complete overlap

Show that

\[
\lim_{s\to1^-}\frac{1-1/\sqrt{1-s^2}}{2}=-\infty .
\]

As \(s\) approaches 1 from below, \(r=\sqrt{1-s^2}\) tends to zero through positive values, so \(1/r\to\infty\). For any bound \(B\), the value is at most \(B\) once \(1/r\ge1-2B\). In Lean, `𝓝[<] 1` is the approach from below and `atBot` is minus infinity. The step `t` shows that \(r\) tends to zero from above, and the last lines use the threshold \(1-2B\).

```lean
/-- The value `(1 - 1/√(1 - s²))/2` tends to minus infinity as `s` tends to one from below. -/
theorem tendsto_minimum_atBot :
    Tendsto (fun s : ℝ => (1 - 1 / √(1 - s ^ 2)) / 2) (𝓝[<] 1) atBot := by
  have hc : Continuous fun s : ℝ => √(1 - s ^ 2) := by fun_prop
  have t : Tendsto (fun s : ℝ => √(1 - s ^ 2)) (𝓝[<] 1) (𝓝[>] 0) := by
    refine tendsto_nhdsWithin_iff.2
      ⟨(hc.tendsto' 1 0 (by simp)).mono_left nhdsWithin_le_nhds, ?_⟩
    filter_upwards [Ioo_mem_nhdsLT (show (0 : ℝ) < 1 by norm_num)] with s hs
    exact Real.sqrt_pos.2 (by nlinarith [hs.1, hs.2])
  have h := tendsto_inv_nhdsGT_zero.comp t
  rw [tendsto_atBot]
  intro B
  filter_upwards [h.eventually_ge_atTop (1 - 2 * B)] with s hs
  simp only [Function.comp] at hs
  rw [one_div]
  linarith
```

## (i) A pair of vectors for every overlap

Two vectors in the plane serve as model orbitals:

\[
\varphi_0=(1,0),\qquad \varphi_1=\big(s,\sqrt{1-s^2}\big).
\]

```lean
/-- Two vectors in the plane, `(1, 0)` and `(s, √(1 - s²))`, serving as model orbitals
for `|s| ≤ 1`. -/
def planeOrbitals (s : ℝ) : Fin 2 → EuclideanSpace ℝ (Fin 2) :=
  ![!₂[1, 0], !₂[s, √(1 - s ^ 2)]]
```

For \(|s|\le1\), show that

\[
\|\varphi_0\|=\|\varphi_1\|=1,\qquad \langle\varphi_0,\varphi_1\rangle=s .
\]

The first norm is immediate, the second follows from \(s^2+(1-s^2)=1\), and the inner product is \(1\cdot s+0\cdot\sqrt{1-s^2}=s\). The Lean proof evaluates the same three expressions in coordinates, using \(1-s^2\ge0\) to square the root. The pair shows that the assumptions made on the orbitals in (b) to (g) can be met at each overlap considered there.

```lean
/-- For `|s| ≤ 1` the two model orbitals are normalized and have overlap `s`. -/
theorem planeOrbitals_witness {s : ℝ} (h : |s| ≤ 1) :
    ‖planeOrbitals s 0‖ = 1 ∧ ‖planeOrbitals s 1‖ = 1 ∧
      inner ℝ (planeOrbitals s 0) (planeOrbitals s 1) = s := by
  obtain ⟨ha, hb⟩ := abs_le.mp h
  have hp : 0 ≤ 1 - s ^ 2 := by nlinarith
  refine ⟨?_, ?_, ?_⟩
  · simp [planeOrbitals, EuclideanSpace.norm_eq, Fin.sum_univ_two]
  · simp [planeOrbitals, EuclideanSpace.norm_eq, Fin.sum_univ_two, Real.sq_sqrt hp]
  · simp [planeOrbitals, PiLp.inner_apply, Fin.sum_univ_two]
```

## (j) Populations below any bound

Show that for every real \(B\) there are an overlap \(0<s<1\) and a real \(x\) such that, for the model orbitals,

\[
P(x)<B .
\]

By (h), some \(s\) between 0 and 1 makes the minimum smaller than \(B\). By (i), the plane contains orbitals with that overlap, and by (f) the minimum is attained at some \(x\). The Lean proof combines these three results in that order.

The overlap is chosen after \(B\). At a fixed \(s\) in this range the population has the finite minimum of (f), so very large negative values in this two-orbital model require nearly parallel orbitals.

```lean
/-- Below every bound `B` there is a Mulliken population of the second model orbital in some
state `(1, x)`, at some overlap `0 < s < 1`. -/
theorem mullikenPop_unbounded_below (B : ℝ) :
    ∃ s : ℝ, 0 < s ∧ s < 1 ∧ ∃ x : ℝ, mullikenPop (planeOrbitals s) ![1, x] 1 < B := by
  have hI : ∀ᶠ s in 𝓝[<] (1 : ℝ), s ∈ Set.Ioo (0 : ℝ) 1 :=
    Ioo_mem_nhdsLT (by norm_num)
  obtain ⟨s, hB, hs⟩ := ((tendsto_minimum_atBot.eventually_lt_atBot B).and hI).exists
  have habs : |s| < 1 := abs_lt.mpr ⟨by linarith [hs.1], hs.2⟩
  obtain ⟨h0, h1, h01⟩ := planeOrbitals_witness habs.le
  -- the minimum is attained, so some state lies below the bound
  obtain ⟨x, hx⟩ := (isLeast_mullikenPop h0 h1 h01 habs).1
  exact ⟨s, hs.1, hs.2, x, lt_of_eq_of_lt hx hB⟩

end

end MullikenOverlap
```

```lean
#print axioms MullikenOverlap.sum_mullikenPop
#print axioms MullikenOverlap.mullikenPop_neg_iff
#print axioms MullikenOverlap.isGreatest_mullikenPop
#print axioms MullikenOverlap.mullikenPop_unbounded_below
```

```
'MullikenOverlap.sum_mullikenPop' depends on axioms: [propext, Classical.choice, Quot.sound]
'MullikenOverlap.mullikenPop_neg_iff' depends on axioms: [propext, Classical.choice, Quot.sound]
'MullikenOverlap.isGreatest_mullikenPop' depends on axioms: [propext, Classical.choice, Quot.sound]
'MullikenOverlap.mullikenPop_unbounded_below' depends on axioms: [propext, Classical.choice, Quot.sound]
```
